# Nonnegative neighbour weights keep an even second-derivative stencil from fourth-order accuracy

I have lost days widening a finite-difference second derivative, and its error still shrinks only like h². I work on a uniform one-dimensional grid and keep the stencil symmetric. I also insist that every neighbour weight be nonnegative, because I want to read the weights as hopping rates of a random walk. With five or seven points I can match the second derivative in many ways, but the error constant only gets worse than that of (1, −2, 1). The fourth-order formulas I know all have some negative outer weights. Is there a cleverer nonnegative choice that I keep missing, or do the signs forbid it?

## The signs forbid it, and (1, −2, 1) has the smallest leading error

Let c_j be the weight at the integer offset j, with only finitely many weights nonzero, and let h ≠ 0 be the spacing. The discrete second derivative and the moments of the stencil are

L f(x) = h⁻² Σ_j c_j f(x + jh)

M(k) = Σ_j c_j j^k, with 0⁰ = 1.

Your stencil is even, c_(−j) = c_j. It annihilates constants, so M(0) = 0, and it reproduces the second derivative at leading order, so M(2) = 2. The size of the h² error is governed by M(4), and nonnegative neighbour weights force M(4) ≥ 2.

**The moment bound.** Subtract the second moment from the fourth:

M(4) − M(2) = Σ_j c_j j² (j² − 1).

The terms with j = 0 and j = ±1 vanish. For |j| ≥ 2 the factor j² (j² − 1) is positive and c_j ≥ 0. Hence M(4) ≥ M(2) = 2.

If M(4) = 2, a sum of nonnegative terms is zero, so every term is zero and c_j = 0 for |j| ≥ 2. Evenness gives M(1) = 0, since the terms at j and −j cancel. Three equations remain:

c_(−1) + c_0 + c_1 = 0

−c_(−1) + c_1 = 0

c_(−1) + c_1 = 2.

Their only solution is c_(−1) = c_1 = 1 and c_0 = −2. Conversely, this stencil has M(4) = 1 + 1 = 2.

The same argument works for M(2k) with any k ≥ 2, because j^(2k) ≥ j² for every integer j, strictly when |j| ≥ 2. It uses evenness only through M(1) = 0.

**From moments to the error.** Let p be a polynomial of degree at most five. Its Taylor expansion is finite:

p(x + jh) = Σ_(n=0..5) p^(n)(x) (jh)^n / n!

Multiply by c_j and sum over j:

Σ_j c_j p(x + jh) = Σ_(n=0..5) p^(n)(x) h^n M(n) / n!

The odd moments vanish by reflection, M(0) = 0 and M(2) = 2. Dividing by h² leaves

L p(x) = p''(x) + (h²/24) M(4) p''''(x).

Since M(4) ≥ 2,

|L p(x) − p''(x)| / h² ≥ |p''''(x)| / 12.

For p(x) = x⁴ the error is exactly M(4) h², which is at least 2h². A fixed stencil of your kind therefore cannot have an error of order h⁴, however wide it is.

**What a negative outer weight buys.** Take

c_0 = −20/9, c_(±1) = 9/8, c_(±3) = −1/72.

This stencil is even, and

M(0) = −20/9 + 9/4 − 1/36 = 0

M(2) = 9/4 − 1/4 = 2

M(4) = 9/4 − 9/4 = 0.

By the error formula it is exact for polynomials of degree at most five. Its nearest-neighbour weights are positive, so nonnegativity at j = ±1 alone does not give the bound.

For a single particle on a uniform one-dimensional grid, nonnegative neighbour weights mean that the off-diagonal elements of the kinetic-energy matrix are nonpositive. Within even, translation-invariant stencils, that sign structure limits the kinetic operator to second-order accuracy.

## What the Lean theorems state

The type `ℤ →₀ ℝ` consists of the real functions on the integers with finite support, so `c j` is the weight at offset j. `moment c k` is M(k), and `discreteLaplacian c h f x` is L f(x). The hypothesis `hpos` says that c_j ≥ 0 for j ≠ 0 and leaves the central weight free; `hc` is evenness. The spacing is any nonzero real number.

- `even_moment_bound` assumes M(0) = M(1) = 0, M(2) = 2 and the sign condition. For k ≥ 2 it gives M(2k) ≥ 2, with equality exactly when `c = threePoint`.
- `fourth_moment_bound` is the case of an even stencil and the fourth moment.
- `leading_error` is the error formula for `p.natDegree ≤ 5`. It needs evenness and the two moment conditions, but no signs. The expression `(derivative^[4] p).eval x` is p''''(x).
- `error_lower_bound` adds the sign condition and gives the bound |p''''(x)| / 12.
- `wideStencil_fourth_moment` verifies the evenness and the three moments of the example with negative outer weights.

The setting is one-dimensional, with a uniform grid, the same weights at every point and no boundary. Implicit schemes, which also combine derivative values at neighbouring points, are a different class. For a general smooth function, Taylor's theorem with remainder gives the same leading term, but the theorems here concern polynomials of degree at most five.

```lean
import Mathlib

open Polynomial

namespace NonnegativeStencil

noncomputable section

/-- The `k`-th moment `∑ c_j j^k` of a finite stencil `c` on the integer grid. -/
def moment (c : ℤ →₀ ℝ) (k : ℕ) : ℝ := c.sum fun j w => w * (j : ℝ) ^ k

/-- The three-point stencil with weights `1, -2, 1` at the offsets `-1, 0, 1`. -/
def threePoint : ℤ →₀ ℝ :=
  Finsupp.single (-1) 1 + Finsupp.single 0 (-2) + Finsupp.single 1 1

/-- The stencil `c` applied to `f` at the point `x` on a grid of spacing `h ≠ 0`,
divided by `h ^ 2`. -/
def discreteLaplacian (c : ℤ →₀ ℝ) (h : ℝ) (f : ℝ → ℝ) (x : ℝ) : ℝ :=
  (c.sum fun j w => w * f (x + j * h)) / h ^ 2

/-- Moments are additive in the stencil. -/
lemma moment_add (c d : ℤ →₀ ℝ) (k : ℕ) :
    moment (c + d) k = moment c k + moment d k :=
  Finsupp.sum_add_index' (by simp) (by intros; ring)

/-- A single weight `w` at offset `j` has `k`-th moment `w j^k`. -/
lemma moment_single (j : ℤ) (w : ℝ) (k : ℕ) :
    moment (Finsupp.single j w) k = w * (j : ℝ) ^ k :=
  Finsupp.sum_single_index (by simp)

/-- With nonnegative neighbour weights, every even moment of positive order is at least
the second moment. -/
theorem second_moment_le {c : ℤ →₀ ℝ} (hpos : ∀ j, j ≠ 0 → 0 ≤ c j)
    {k : ℕ} (hk : 1 ≤ k) : moment c 2 ≤ moment c (2 * k) := by
  refine Finset.sum_le_sum fun j _ => ?_
  by_cases hj : j = 0
  · subst hj
    have h : 2 * k ≠ 0 := by omega
    simp [h]
  · -- a nonzero integer has square at least one
    have h1 : (1 : ℤ) ≤ j ^ 2 := by
      have : 0 < j ^ 2 := by positivity
      linarith
    have h2 : (1 : ℝ) ≤ (j : ℝ) ^ 2 := by exact_mod_cast h1
    have h3 := pow_le_pow_right₀ h2 hk
    rw [pow_one, ← pow_mul] at h3
    exact mul_le_mul_of_nonneg_left h3 (hpos j hj)

/-- Let a stencil have vanishing zeroth and first moments, second moment 2 and nonnegative
neighbour weights. Then each even moment of order four or higher is at least 2, and it
equals 2 only for the three-point stencil. -/
theorem even_moment_bound {c : ℤ →₀ ℝ} (hpos : ∀ j, j ≠ 0 → 0 ≤ c j)
    (h0 : moment c 0 = 0) (h1 : moment c 1 = 0) (h2 : moment c 2 = 2)
    {k : ℕ} (hk : 2 ≤ k) :
    2 ≤ moment c (2 * k) ∧ (moment c (2 * k) = 2 ↔ c = threePoint) := by
  refine ⟨h2 ▸ second_moment_le hpos (by omega), fun he => ?_, fun he => ?_⟩
  · -- equality leaves no weight beyond the nearest neighbours
    have far : ∀ j : ℤ, j ≠ -1 → j ≠ 0 → j ≠ 1 → c j = 0 := by
      intro j ha hb hd
      by_contra hc
      have hcpos : 0 < c j := lt_of_le_of_ne (hpos j hb) (Ne.symm hc)
      have hj : (1 : ℤ) < j ^ 2 := by
        rcases (by omega : j ≤ -2 ∨ 2 ≤ j) with h | h <;> nlinarith
      have hj' : (1 : ℝ) < (j : ℝ) ^ 2 := by exact_mod_cast hj
      have hlt := pow_lt_pow_right₀ hj' (by omega : 1 < k)
      rw [pow_one, ← pow_mul] at hlt
      -- removing this weight keeps the sign condition but breaks the balance
      have hrest := second_moment_le (c := c.erase j) (k := k) (fun i hi => by
        by_cases hij : i = j
        · simp [hij]
        · rw [Finsupp.erase_ne hij]
          exact hpos i hi) (by omega)
      have split : ∀ m, moment c m = c j * (j : ℝ) ^ m + moment (c.erase j) m := by
        intro m
        rw [← moment_single, ← moment_add, Finsupp.single_add_erase]
      have e1 := split 2
      have e2 := split (2 * k)
      have := mul_lt_mul_of_pos_left hlt hcpos
      linarith
    have hs : c.support ⊆ ({-1, 0, 1} : Finset ℤ) := by
      intro j hj
      by_contra hn
      simp only [Finset.mem_insert, Finset.mem_singleton, not_or] at hn
      exact (Finsupp.mem_support_iff.mp hj) (far j hn.1 hn.2.1 hn.2.2)
    have hm : ∀ m, moment c m = c (-1) * ((-1 : ℤ) : ℝ) ^ m
        + (c 0 * ((0 : ℤ) : ℝ) ^ m + c 1 * ((1 : ℤ) : ℝ) ^ m) := by
      intro m
      rw [moment, Finsupp.sum_of_support_subset c hs _ (by simp),
        Finset.sum_insert (by decide), Finset.sum_insert (by decide), Finset.sum_singleton]
    -- three moment conditions fix the three remaining weights
    rw [hm] at h0 h1 h2
    norm_num at h0 h1 h2
    ext j
    by_cases ha : j = -1
    · subst ha
      norm_num [threePoint, Finsupp.single_apply]
      linarith
    by_cases hb : j = 0
    · subst hb
      norm_num [threePoint, Finsupp.single_apply]
      linarith
    by_cases hd : j = 1
    · subst hd
      norm_num [threePoint, Finsupp.single_apply]
      linarith
    rw [far j ha hb hd]
    simp [threePoint, Ne.symm ha, Ne.symm hb, Ne.symm hd]
  · have ha : ((-1 : ℤ) : ℝ) ^ (2 * k) = 1 := by
      rw [pow_mul]
      norm_num
    have hb : ((0 : ℤ) : ℝ) ^ (2 * k) = 0 := by
      rw [Int.cast_zero]
      exact zero_pow (by omega)
    rw [he, threePoint, moment_add, moment_add, moment_single, moment_single,
      moment_single, ha, hb]
    norm_num

/-- The odd moments of an even stencil vanish. -/
theorem odd_moment_eq_zero {c : ℤ →₀ ℝ} (hc : ∀ j, c (-j) = c j) {k : ℕ} (hk : Odd k) :
    moment c k = 0 := by
  have h : ∑ j ∈ c.support, c j * (j : ℝ) ^ k = ∑ j ∈ c.support, -(c j * (j : ℝ) ^ k) :=
    Finset.sum_equiv (Equiv.neg ℤ) (fun i => by simp [hc])
      (fun i _ => by simp [hc, hk.neg_pow])
  rw [Finset.sum_neg_distrib] at h
  change ∑ j ∈ c.support, c j * (j : ℝ) ^ k = 0
  linarith

/-- An even stencil with zero sum, second moment 2 and nonnegative neighbour weights has
fourth moment at least 2, with equality only for the three-point stencil. -/
theorem fourth_moment_bound {c : ℤ →₀ ℝ} (hc : ∀ j, c (-j) = c j)
    (hpos : ∀ j, j ≠ 0 → 0 ≤ c j) (h0 : moment c 0 = 0) (h2 : moment c 2 = 2) :
    2 ≤ moment c 4 ∧ (moment c 4 = 2 ↔ c = threePoint) :=
  even_moment_bound hpos h0 (odd_moment_eq_zero hc (by decide)) h2 (k := 2) le_rfl

/-- Taylor expansion of a polynomial of degree at most five. -/
lemma taylor_quintic {p : ℝ[X]} (hp : p.natDegree ≤ 5) (x t : ℝ) :
    p.eval (x + t) = p.eval x + (derivative^[1] p).eval x * t
      + (derivative^[2] p).eval x / 2 * t ^ 2 + (derivative^[3] p).eval x / 6 * t ^ 3
      + (derivative^[4] p).eval x / 24 * t ^ 4
      + (derivative^[5] p).eval x / 120 * t ^ 5 := by
  -- derivatives at `x` are factorials times Taylor coefficients
  have hd : ∀ k : ℕ, (derivative^[k] p).eval x
      = (k.factorial : ℝ) * (taylor x p).coeff k := by
    intro k
    rw [taylor_coeff, ← factorial_smul_hasseDeriv]
    rw [LinearMap.smul_apply, nsmul_eq_mul, eval_mul, eval_natCast]
  have hz : p.eval x = (taylor x p).coeff 0 := by rw [taylor_coeff_zero]
  have hdeg : (taylor x p).natDegree < 6 := by
    rw [natDegree_taylor]
    omega
  have hx : p.eval (x + t) = ∑ i ∈ Finset.range 6, (taylor x p).coeff i * t ^ i := by
    rw [add_comm x t, ← taylor_eval, eval_eq_sum_range' hdeg]
  have f2 : Nat.factorial 2 = 2 := rfl
  have f3 : Nat.factorial 3 = 6 := rfl
  have f4 : Nat.factorial 4 = 24 := rfl
  have f5 : Nat.factorial 5 = 120 := rfl
  rw [hx, hz, hd 1, hd 2, hd 3, hd 4, hd 5, Nat.factorial_one, f2, f3, f4, f5]
  simp only [Finset.sum_range_succ, Finset.sum_range_zero]
  push_cast
  ring

/-- For an even stencil with zero sum and second moment 2, the discrete Laplacian of a
polynomial of degree at most five is the second derivative plus `h ^ 2 / 24` times the
fourth moment times the fourth derivative, for spacing `h ≠ 0`. -/
theorem leading_error {c : ℤ →₀ ℝ} (hc : ∀ j, c (-j) = c j)
    (h0 : moment c 0 = 0) (h2 : moment c 2 = 2) {h : ℝ} (hh : h ≠ 0)
    {p : ℝ[X]} (hp : p.natDegree ≤ 5) (x : ℝ) :
    discreteLaplacian c h (fun y => p.eval y) x = (derivative^[2] p).eval x
      + h ^ 2 / 24 * moment c 4 * (derivative^[4] p).eval x := by
  -- sort the Taylor expansion by moments
  have key : (c.sum fun j w => w * p.eval (x + j * h)) =
      p.eval x * moment c 0 + (derivative^[1] p).eval x * h * moment c 1
      + (derivative^[2] p).eval x / 2 * h ^ 2 * moment c 2
      + (derivative^[3] p).eval x / 6 * h ^ 3 * moment c 3
      + (derivative^[4] p).eval x / 24 * h ^ 4 * moment c 4
      + (derivative^[5] p).eval x / 120 * h ^ 5 * moment c 5 := by
    simp only [moment, Finsupp.sum, Finset.mul_sum, ← Finset.sum_add_distrib]
    refine Finset.sum_congr rfl fun j _ => ?_
    rw [taylor_quintic hp]
    ring
  rw [discreteLaplacian, key, h0, h2, odd_moment_eq_zero hc (k := 1) (by decide),
    odd_moment_eq_zero hc (k := 3) (by decide), odd_moment_eq_zero hc (k := 5) (by decide),
    div_eq_iff (pow_ne_zero 2 hh)]
  ring

/-- For an even stencil with zero sum, second moment 2 and nonnegative neighbour weights,
the error on a polynomial of degree at most five, divided by `h ^ 2` with `h ≠ 0`, is at
least one twelfth of the fourth derivative in absolute value. -/
theorem error_lower_bound {c : ℤ →₀ ℝ} (hc : ∀ j, c (-j) = c j)
    (hpos : ∀ j, j ≠ 0 → 0 ≤ c j) (h0 : moment c 0 = 0) (h2 : moment c 2 = 2)
    {h : ℝ} (hh : h ≠ 0) {p : ℝ[X]} (hp : p.natDegree ≤ 5) (x : ℝ) :
    |(derivative^[4] p).eval x| / 12 ≤
      |discreteLaplacian c h (fun y => p.eval y) x - (derivative^[2] p).eval x| / h ^ 2 := by
  have hM := (fourth_moment_bound hc hpos h0 h2).1
  have hq : 0 ≤ h ^ 2 / 24 * moment c 4 := mul_nonneg (by positivity) (by linarith)
  rw [leading_error hc h0 h2 hh hp, add_sub_cancel_left, abs_mul, abs_of_nonneg hq,
    le_div_iff₀ (by positivity)]
  nlinarith [mul_nonneg (mul_nonneg (sq_nonneg h) (abs_nonneg ((derivative^[4] p).eval x)))
    (sub_nonneg.2 hM)]

/-- An even stencil on the offsets `0, ±1, ±3` with negative outer weights. -/
def wideStencil : ℤ →₀ ℝ :=
  Finsupp.single 0 (-20 / 9) + (Finsupp.single 1 (9 / 8) + Finsupp.single (-1) (9 / 8))
    + (Finsupp.single 3 (-1 / 72) + Finsupp.single (-3) (-1 / 72))

/-- The wide stencil is even and has zero sum, second moment 2 and fourth moment zero. -/
theorem wideStencil_fourth_moment :
    (∀ j, wideStencil (-j) = wideStencil j) ∧ moment wideStencil 0 = 0 ∧
      moment wideStencil 2 = 2 ∧ moment wideStencil 4 = 0 := by
  refine ⟨fun j => ?_, ?_, ?_, ?_⟩
  · have e0 : (0 = -j) ↔ (0 = j) := by omega
    have e1 : (1 = -j) ↔ (-1 = j) := by omega
    have e2 : (-1 = -j) ↔ (1 = j) := by omega
    have e3 : (3 = -j) ↔ (-3 = j) := by omega
    have e4 : (-3 = -j) ↔ (3 = j) := by omega
    simp only [wideStencil, Finsupp.add_apply, Finsupp.single_apply, e0, e1, e2, e3, e4]
    ring
  all_goals
    simp only [wideStencil, moment_add, moment_single]
    norm_num

end

end NonnegativeStencil
```

```lean
#print axioms NonnegativeStencil.fourth_moment_bound
#print axioms NonnegativeStencil.error_lower_bound
#print axioms NonnegativeStencil.wideStencil_fourth_moment
```

```
'NonnegativeStencil.fourth_moment_bound' depends on axioms: [propext, Classical.choice, Quot.sound]
'NonnegativeStencil.error_lower_bound' depends on axioms: [propext, Classical.choice, Quot.sound]
'NonnegativeStencil.wideStencil_fourth_moment' depends on axioms: [propext, Classical.choice, Quot.sound]
```

## How the Lean proof runs

`second_moment_le` compares M(2) with M(2k) term by term through `Finset.sum_le_sum`. The offset zero is treated separately. For any other integer, j² ≥ 1, so raising j² to the power k cannot make it smaller, and multiplying by the nonnegative weight preserves the inequality.

The equality case in `even_moment_bound` is organised a little differently from the argument above. Suppose some weight with |j| ≥ 2 is nonzero, hence positive. The proof removes it with `c.erase j` and applies `second_moment_le` to what is left, which still has nonnegative neighbour weights. The removed weight contributes strictly more to M(2k) than to M(2), so M(2k) > 2, a contradiction. This is the step named `far`. The lemmas `moment_add` and `moment_single` justify splitting the moments in this way.

After that, `hs` confines the support to −1, 0 and 1, and `hm` writes each moment as a sum of three terms. The calls to `linarith` solve the three linear equations for the weights. The converse direction evaluates M(2k) for the three-point stencil directly.

`odd_moment_eq_zero` reindexes the sum by j ↦ −j, using `Equiv.neg ℤ`. The sum then equals its own negative and must be zero. `fourth_moment_bound` feeds this into the general theorem with k = 2.

`taylor_quintic` obtains the finite Taylor expansion from Mathlib's polynomial `taylor x p`, whose coefficients are the derivatives at x divided by factorials. In `leading_error`, the step `key` sorts the weighted expansion by moments; substituting their values and dividing by h² gives the formula. `error_lower_bound` takes absolute values and inserts M(4) ≥ 2, with `nlinarith` closing the final inequality. For the wide stencil, evenness is checked by matching offsets with their negatives, and the moments are computed as rational numbers.
